# Strictly fractional pair occupations in a partly filled geminal power with nonzero coefficients

In a geminal power of `N` pairs over finitely many orbitals, each configuration doubly occupies a set of `N` orbitals, and its weight is the squared modulus of the product of their geminal coefficients. The pair occupation of orbital `p` is the weight of the configurations containing `p` divided by the total weight, so the state need not be normalised. `occupation_bounds` states that if all coefficients are nonzero and there is at least one pair but fewer pairs than orbitals, this occupation lies strictly between 0 and 1 for every orbital. The proof exhibits one configuration that contains `p`, for the lower bound, and one that avoids it, for the upper, each of positive weight.

In Lean, a first try:

```lean
import Mathlib

open Finset

namespace OccupationBounds

noncomputable section

variable {ι 𝕜 : Type*} [Fintype ι] [DecidableEq ι] [RCLike 𝕜]

/-- The weight of the configuration whose doubly occupied orbitals form the set `S`: the squared
modulus of its amplitude, the product of the geminal coefficients over `S`. -/
def configWeight (c : ι → 𝕜) (S : Finset ι) : ℝ := ‖∏ i ∈ S, c i‖ ^ 2

/-- The total weight of all ways to place `N` pairs in the orbitals of `A`. When `A` contains all
orbitals, this is the squared norm of the geminal power, up to a factor depending on `N` only. -/
def totalWeight (c : ι → 𝕜) (N : ℕ) (A : Finset ι) : ℝ :=
  ∑ S ∈ powersetCard N A, configWeight c S

/-- The total weight of the `N`-pair configurations in which orbital `p` is occupied. -/
def occupiedWeight (c : ι → 𝕜) (N : ℕ) (p : ι) : ℝ :=
  ∑ S ∈ (powersetCard N (univ : Finset ι)).filter (fun S => p ∈ S), configWeight c S

/-- The pair occupation of orbital `p` in the `N`-pair geminal power, meaningful when the total
weight of the `N`-pair configurations is nonzero. -/
def occupation (c : ι → 𝕜) (N : ℕ) (p : ι) : ℝ :=
  occupiedWeight c N p / totalWeight c N univ

omit [Fintype ι] [DecidableEq ι] in
/-- With nonzero geminal coefficients, the total weight is positive whenever the `N` pairs fit
into the orbitals of `A`. -/
theorem totalWeight_pos {c : ι → 𝕜} (hc : ∀ i, c i ≠ 0) {N : ℕ} {A : Finset ι}
    (hN : N ≤ A.card) : 0 < totalWeight c N A :=
  sum_pos (fun _ _ => pow_pos (norm_pos_iff.mpr (prod_ne_zero_iff.mpr fun i _ => hc i)) 2)
    (powersetCard_nonempty.mpr hN)

/-- With nonzero coefficients, at least one pair and fewer pairs than orbitals, every occupation
lies strictly between zero and one. -/
theorem occupation_bounds {c : ι → 𝕜} (hc : ∀ i, c i ≠ 0) {N : ℕ} (h1 : 1 ≤ N)
    (hN : N < Fintype.card ι) (p : ι) : 0 < occupation c N p ∧ occupation c N p < 1 := by
  have hZ : 0 < totalWeight c N univ := totalWeight_pos hc (by rw [card_univ]; exact hN.le)
  have hw : ∀ S, 0 < configWeight c S := fun S =>
    pow_pos (norm_pos_iff.mpr (prod_ne_zero_iff.mpr fun i _ => hc i)) 2
  constructor
  · -- some configuration contains `p`
    obtain ⟨S, hpS, hS, hcard⟩ := exists_subsuperset_card_eq (subset_univ ({p} : Finset ι))
      (by rwa [card_singleton]) (by rw [card_univ]; exact hN.le)
    exact div_pos (sum_pos (fun S _ => hw S) ⟨S, mem_filter.mpr
      ⟨mem_powersetCard.mpr ⟨hS, hcard⟩, hpS (mem_singleton_self p)⟩⟩) hZ
  · -- some configuration avoids `p`
    obtain ⟨S, hS⟩ := powersetCard_nonempty.mpr
      (show N ≤ (({p} : Finset ι)ᶜ).card by rw [card_compl, card_singleton]; omega)
    obtain ⟨hs, hcard⟩ := mem_powersetCard.mp hS
    have hp : p ∉ S := fun h => by simpa using hs h
    have hpos : 0 < ∑ S ∈ (powersetCard N (univ : Finset ι)).filter (fun S => ¬ p ∈ S),
        configWeight c S := sum_pos (fun S _ => hw S)
      ⟨S, mem_filter.mpr ⟨mem_powersetCard.mpr ⟨subset_univ _, hcard⟩, hp⟩⟩
    have h := sum_filter_add_sum_filter_not (powersetCard N (univ : Finset ι))
      (fun S => p ∈ S) (configWeight c)
    rw [occupation, div_lt_one hZ, occupiedWeight, totalWeight]
    linarith

end

end OccupationBounds
```

The compiler's answer:

```
Main.lean:47:10: error: No goals to be solved
Main.lean:47:52: error: Type mismatch
  LT.lt.le hN
has type
  N ≤ Fintype.card ι
but is expected to have type
  1 ≤ Fintype.card ι
Main.lean:49:33: error: Application type mismatch: The argument
  hcard
has type
  #S = 1
but is expected to have type
  #S = N
in the application
  ⟨hS, hcard⟩
```

Diagnosis. All three errors come from the size of the set requested from `exists_subsuperset_card_eq`. Nothing had fixed that size as `N` when the first `by` block ran, so its goal was `{p}.card ≤ ?n`, with `?n` still open. Rewriting with `card_singleton` gave `1 ≤ ?n`, and `rw`, which tries `rfl` after rewriting, closed this by reflexivity, setting `?n` to 1. The `assumption` step of `rwa` then had nothing left to prove, hence "No goals to be solved". The other two messages follow from the wrong value: the second bound became `1 ≤ Fintype.card ι`, which `hN.le` does not match, and the set obtained had one element where `N` were needed.

The repair states the first bound with `show ({p} : Finset ι).card ≤ N`, which fixes the size as `N` before the tactics run. After the rewrite the goal is `1 ≤ N`, which `rfl` cannot close and `h1` proves. Naming `h1` instead of leaving `rwa` to find it is mere tidying, as is the new line break.

The mended proof, as a diff:

```diff
@@ -45,5 +45,6 @@
   · -- some configuration contains `p`
     obtain ⟨S, hpS, hS, hcard⟩ := exists_subsuperset_card_eq (subset_univ ({p} : Finset ι))
-      (by rwa [card_singleton]) (by rw [card_univ]; exact hN.le)
+      (show ({p} : Finset ι).card ≤ N by rw [card_singleton]; exact h1)
+      (by rw [card_univ]; exact hN.le)
     exact div_pos (sum_pos (fun S _ => hw S) ⟨S, mem_filter.mpr
       ⟨mem_powersetCard.mpr ⟨hS, hcard⟩, hpS (mem_singleton_self p)⟩⟩) hZ
```
